# The exponential of a sum of Kato cusp terms has bounded local energy away from coalescences

## Do the cross terms between different cusps blow up?

For one electron at distance r from a nucleus of charge Z, exp(−Zr) has local energy −Z²/2 everywhere off the nucleus: the kinetic term cancels −Z/r. With N electrons and several fixed nuclei, I would put every cusp into one exponent,

F = ½ Σ_{a<b} r_ab − Σ_a Σ_A Z_A r_aA,

where r_ab and r_aA are electron–electron and electron–nucleus distances. But the Laplacian of exp(F) also contains products of gradients of different distances. Can these diverge when particles approach each other?

## They stay bounded, and ΔF = 2V cancels the potential

In the one-electron case, in atomic units,

Δ exp(−Zr) = (Z² − 2Z/r) exp(−Zr).

The term −2Z/r is ΔF, and it removes the potential. The remainder Z² is a squared gradient, and the gradient of a distance is a unit vector. Both facts survive for many particles.

Let u be a relative position and r = |u| ≠ 0. Then

∂r/∂u_k = u_k/r,  ∂²r/∂u_k² = 1/r − u_k²/r³.

Summing the second derivatives over k = 1, 2, 3 gives 3/r − 1/r = 2/r. Moving either electron of a pair changes r_ab, so that distance contributes 4/r_ab to the full Laplacian; r_aA contributes 2/r_aA. Hence

ΔF = 2 Σ_{a<b} 1/r_ab − 2 Σ_a Σ_A Z_A/r_aA = 2V,

with V the electronic Coulomb potential. Since Δ exp(F) = (ΔF + Σ_i |∇_i F|²) exp(F), the local energy is

E_L = −½ΔF − ½ Σ_i |∇_i F|² + V = −½ Σ_i |∇_i F|² ≤ 0.

Your cross terms all sit inside these squares. With electron positions x_i and nuclear positions R_A,

∇_i F = ½ Σ_{b≠i} (x_i − x_b)/r_ib − Σ_A Z_A (x_i − R_A)/r_iA.

For Z_A ≥ 0 with sum S, the triangle inequality gives |∇_i F| ≤ S + (N−1)/2. Squaring and summing over the N electrons,

−N(S + (N−1)/2)²/2 ≤ E_L ≤ 0.

In the Lean file, `exponent` is F, `coulomb` is V, and `x : Fin N → Space` lists the electron positions; `Ioi a` counts each pair once. `laplacian` adds second derivatives along all 3N coordinate lines. `OffCoalescence` says that no two electrons coincide and none sits on a nucleus. `localEnergy` is (−½Δψ + Vψ)/ψ; the constant nuclear repulsion is left out.

```lean
import Mathlib

open Finset Topology

namespace KatoExponent

noncomputable section

/-- Physical space. -/
abbrev Space := EuclideanSpace ℝ (Fin 3)

variable {N M : ℕ}

/-- The unit vector along the Cartesian axis `k`. -/
def axis (k : Fin 3) : Space := EuclideanSpace.single k 1

/-- The configuration `x` with electron `i` moved by `t` along the axis `k`. -/
def displace (x : Fin N → Space) (i : Fin N) (k : Fin 3) (t : ℝ) : Fin N → Space :=
  Function.update x i (x i + t • axis k)

/-- The Laplacian in all `3N` electron coordinates, for functions that are twice
differentiable along the coordinate lines at `x`. -/
def laplacian (f : (Fin N → Space) → ℝ) (x : Fin N → Space) : ℝ :=
  ∑ i, ∑ k, deriv (deriv fun t => f (displace x i k t)) 0

/-- No two electrons coincide and no electron sits on a nucleus. -/
def OffCoalescence (R : Fin M → Space) (x : Fin N → Space) : Prop :=
  (∀ a b, a ≠ b → x a ≠ x b) ∧ ∀ a A, x a ≠ R A

/-- The electronic Coulomb potential (repulsion of the electrons and their attraction to the
nuclei), for configurations off coalescences. -/
def coulomb (Z : Fin M → ℝ) (R : Fin M → Space) (x : Fin N → Space) : ℝ :=
  ∑ a, ∑ b ∈ Ioi a, 1 / ‖x a - x b‖ - ∑ a, ∑ A, Z A * (1 / ‖x a - R A‖)

/-- The exponent `F`: half the sum of the electron-electron distances minus the
charge-weighted sum of the electron-nucleus distances. -/
def exponent (Z : Fin M → ℝ) (R : Fin M → Space) (x : Fin N → Space) : ℝ :=
  1 / 2 * ∑ a, ∑ b ∈ Ioi a, ‖x a - x b‖ - ∑ a, ∑ A, Z A * ‖x a - R A‖

/-- The local energy `(Hψ)/ψ` in atomic units, off coalescences and where `ψ` is nonzero and twice
differentiable along the coordinate lines. -/
def localEnergy (Z : Fin M → ℝ) (R : Fin M → Space) (ψ : (Fin N → Space) → ℝ)
    (x : Fin N → Space) : ℝ :=
  (-(1 / 2) * laplacian ψ x + coulomb Z R x * ψ x) / ψ x

/-- The Kronecker delta of two electron labels. -/
def kd (a i : Fin N) : ℝ := if a = i then 1 else 0

/-- The gradient of `F` with respect to the position of electron `i`, off coalescences. -/
def grad (Z : Fin M → ℝ) (R : Fin M → Space) (x : Fin N → Space) (i : Fin N) : Space :=
  (1 / 2 : ℝ) • ∑ a, ∑ b ∈ Ioi a, ((kd a i - kd b i) / ‖x a - x b‖) • (x a - x b)
    - ∑ a, ∑ A, Z A • (kd a i / ‖x a - R A‖) • (x a - R A)

/-- The second derivative of the distance `‖u‖` along the axis `k`, for `u ≠ 0`. -/
def curv (u : Space) (k : Fin 3) : ℝ := 1 / ‖u‖ - inner ℝ u (axis k) ^ 2 / ‖u‖ ^ 3

/-- `f` is differentiable near `0` and twice differentiable at `0`, with first derivative `a`
and second derivative `b` there. -/
def HasJet (f : ℝ → ℝ) (a b : ℝ) : Prop :=
  ∃ g : ℝ → ℝ, (∀ᶠ t in 𝓝 0, HasDerivAt f (g t) t) ∧ g 0 = a ∧ HasDerivAt g b 0

/-- The numbers recorded by `HasJet` are the first and second derivatives at `0`. -/
theorem HasJet.deriv_eq {f : ℝ → ℝ} {a b : ℝ} (h : HasJet f a b) :
    deriv f 0 = a ∧ deriv (deriv f) 0 = b := by
  obtain ⟨g, hg, rfl, hb⟩ := h
  exact ⟨hg.self_of_nhds.deriv,
    (hb.congr_of_eventuallyEq (hg.mono fun t ht => ht.deriv)).deriv⟩

/-- First and second derivatives are linear. -/
theorem HasJet.lin {f g : ℝ → ℝ} {a b a' b' : ℝ} (hf : HasJet f a b) (hg : HasJet g a' b')
    (c d : ℝ) : HasJet (fun t => c * f t + d * g t) (c * a + d * a') (c * b + d * b') := by
  obtain ⟨p, hp, rfl, hb⟩ := hf
  obtain ⟨q, hq, rfl, hb'⟩ := hg
  refine ⟨fun t => c * p t + d * q t, ?_, rfl, (hb.const_mul c).fun_add (hb'.const_mul d)⟩
  filter_upwards [hp, hq] with t h1 h2
  exact (h1.const_mul c).fun_add (h2.const_mul d)

/-- The second derivative of `exp f` is `(f'' + f' ^ 2) exp f`. -/
theorem HasJet.exp {f : ℝ → ℝ} {a b : ℝ} (h : HasJet f a b) :
    HasJet (fun t => Real.exp (f t)) (Real.exp (f 0) * a) ((b + a ^ 2) * Real.exp (f 0)) := by
  obtain ⟨g, hg, rfl, hb⟩ := h
  exact ⟨fun t => Real.exp (f t) * g t, hg.mono fun t ht => ht.exp, rfl,
    (hg.self_of_nhds.exp.fun_mul hb).congr_deriv (by ring)⟩

/-- First and second derivatives of a nonzero distance `‖u‖` when `u` moves with velocity `c`
along the axis `k`. -/
theorem hasJet_norm {u : Space} (hu : u ≠ 0) (c : ℝ) (k : Fin 3) :
    HasJet (fun t => ‖u + t • c • axis k‖) (c / ‖u‖ * inner ℝ u (axis k))
      (c ^ 2 * curv u k) := by
  have hn : ‖u‖ ≠ 0 := norm_ne_zero_iff.2 hu
  have hee : inner ℝ (axis k) (axis k) = (1 : ℝ) := by simp [axis]
  have hsq : ∀ y : Space, √(‖y‖ ^ 2) = ‖y‖ := fun y => Real.sqrt_sq (norm_nonneg y)
  have hd : ∀ t : ℝ, u + t • c • axis k ≠ 0 → HasDerivAt (fun s : ℝ => ‖u + s • c • axis k‖)
      ((c * inner ℝ u (axis k) + t * c ^ 2) / ‖u + t • c • axis k‖) t := by
    intro t ht
    have h1 : HasDerivAt (fun s : ℝ => u + s • c • axis k) (c • axis k) t :=
      (((hasDerivAt_id' t).smul_const (c • axis k)).const_add u).congr_deriv (one_smul ℝ _)
    have h2 := h1.norm_sq.sqrt (pow_ne_zero 2 (norm_ne_zero_iff.2 ht))
    simp only [hsq] at h2
    refine h2.congr_deriv ?_
    have hin : inner ℝ (u + t • c • axis k) (c • axis k)
        = c * inner ℝ u (axis k) + t * c ^ 2 := by
      simp only [inner_add_left, real_inner_smul_left, real_inner_smul_right, hee]
      ring
    rw [hin, mul_div_mul_left _ _ two_ne_zero]
  refine ⟨fun t => (c * inner ℝ u (axis k) + t * c ^ 2) / ‖u + t • c • axis k‖, ?_, ?_, ?_⟩
  · have hc : Continuous fun t : ℝ => u + t • c • axis k := by fun_prop
    exact (hc.continuousAt.eventually_ne (by simpa using hu)).mono hd
  · simp only [zero_smul, add_zero, zero_mul]
    ring
  · have hN : HasDerivAt (fun t : ℝ => c * inner ℝ u (axis k) + t * c ^ 2) (c ^ 2) 0 :=
      (((hasDerivAt_id' (0 : ℝ)).mul_const (c ^ 2)).const_add _).congr_deriv (one_mul _)
    refine (hN.fun_div (hd 0 (by simpa using hu)) (by simpa using hu)).congr_deriv ?_
    simp only [zero_smul, add_zero, zero_mul, curv]
    field_simp

/-- Off coalescences, the first derivative of `F` in each electron coordinate is the component
of `grad`, and the second derivative is the weighted sum of those of the distances. -/
theorem hasJet_exponent (Z : Fin M → ℝ) {R : Fin M → Space} {x : Fin N → Space}
    (hx : OffCoalescence R x) (i : Fin N) (k : Fin 3) :
    HasJet (fun t => exponent Z R (displace x i k t)) (inner ℝ (grad Z R x i) (axis k))
      (1 / 2 * ∑ a, ∑ b ∈ Ioi a, (kd a i - kd b i) ^ 2 * curv (x a - x b) k
        - ∑ a, ∑ A, Z A * (kd a i ^ 2 * curv (x a - R A) k)) := by
  have hs : ∀ {α : Type} (s : Finset α) (w : α → ℝ) (f : α → ℝ → ℝ) (a b : α → ℝ),
      (∀ p ∈ s, HasJet (f p) (a p) (b p)) →
      HasJet (fun t => ∑ p ∈ s, w p * f p t) (∑ p ∈ s, w p * a p) (∑ p ∈ s, w p * b p) := by
    classical
    intro α s w f a b h
    induction s using Finset.induction_on with
    | empty =>
      simp only [Finset.sum_empty]
      exact ⟨fun _ => 0, Filter.Eventually.of_forall fun t => hasDerivAt_const t 0, rfl,
        hasDerivAt_const 0 0⟩
    | insert p s hp ih =>
      have h' := (h p (mem_insert_self p s)).lin
        (ih fun q hq => h q (mem_insert_of_mem hq)) (w p) 1
      simpa only [Finset.sum_insert hp, one_mul] using h'
  have hd : ∀ t a, displace x i k t a = x a + t • kd a i • axis k := by
    intro t a
    obtain rfl | h := eq_or_ne a i
    · simp [displace, kd]
    · simp [displace, kd, h]
  -- each distance changes along a straight line in relative position
  have hp : ∀ a, ∀ b ∈ Ioi a, HasJet (fun t => ‖displace x i k t a - displace x i k t b‖)
      ((kd a i - kd b i) / ‖x a - x b‖ * inner ℝ (x a - x b) (axis k))
      ((kd a i - kd b i) ^ 2 * curv (x a - x b) k) := by
    intro a b hb
    have he : (fun t => ‖displace x i k t a - displace x i k t b‖)
        = fun t => ‖x a - x b + t • (kd a i - kd b i) • axis k‖ := by
      funext t
      rw [hd, hd]
      congr 1
      module
    rw [he]
    exact hasJet_norm (sub_ne_zero.2 (hx.1 a b (mem_Ioi.1 hb).ne)) _ k
  have hn : ∀ a A, HasJet (fun t => ‖displace x i k t a - R A‖)
      (kd a i / ‖x a - R A‖ * inner ℝ (x a - R A) (axis k))
      (kd a i ^ 2 * curv (x a - R A) k) := by
    intro a A
    have he : (fun t => ‖displace x i k t a - R A‖)
        = fun t => ‖x a - R A + t • kd a i • axis k‖ := by
      funext t
      rw [hd]
      congr 1
      module
    rw [he]
    exact hasJet_norm (sub_ne_zero.2 (hx.2 a A)) _ k
  have h1 := fun a => hs (Ioi a) (fun _ => 1) _ _ _ (hp a)
  have h2 := fun a => hs univ Z _ _ _ (fun A _ => hn a A)
  have h3 := (hs univ (fun _ => 1) _ _ _ (fun a _ => h1 a)).lin
    (hs univ (fun _ => 1) _ _ _ (fun a _ => h2 a)) (1 / 2) (-1)
  simp only [one_mul] at h3
  convert h3 using 1
  · funext t
    simp only [exponent]
    ring
  · simp only [grad, inner_sub_left, real_inner_smul_left, sum_inner]
    ring
  · ring

/-- Off coalescences, the Laplacian of `F` is twice the electronic Coulomb potential. -/
theorem laplacian_exponent (Z : Fin M → ℝ) {R : Fin M → Space} {x : Fin N → Space}
    (hx : OffCoalescence R x) : laplacian (exponent Z R) x = 2 * coulomb Z R x := by
  have hcurv : ∀ u : Space, u ≠ 0 → ∑ k, curv u k = 2 * (1 / ‖u‖) := by
    intro u hu
    have hn : ‖u‖ ≠ 0 := norm_ne_zero_iff.2 hu
    have hax : ∑ k, inner ℝ u (axis k) ^ 2 = ‖u‖ ^ 2 := by
      simp [axis, EuclideanSpace.norm_sq_eq, EuclideanSpace.inner_single_right]
    simp only [curv, sum_sub_distrib, ← sum_div, hax, sum_const, card_univ, Fintype.card_fin,
      nsmul_eq_mul]
    field_simp
    norm_num
  have swap : ∀ {α : Type} (s : Finset α) (g : Fin N → Fin 3 → α → ℝ),
      ∑ i, ∑ k, ∑ p ∈ s, g i k p = ∑ p ∈ s, ∑ i, ∑ k, g i k p := fun s g =>
    (sum_congr rfl fun i _ => sum_comm).trans sum_comm
  have split : ∀ P Q : Fin N → Fin 3 → ℝ, ∑ i, ∑ k, (1 / 2 * P i k - Q i k)
      = 1 / 2 * ∑ i, ∑ k, P i k - ∑ i, ∑ k, Q i k := by
    intro P Q
    simp only [sum_sub_distrib, ← mul_sum]
  -- a pair distance depends on two electrons, a nuclear distance on one
  have hP : ∑ i, ∑ k, ∑ a, ∑ b ∈ Ioi a, (kd a i - kd b i) ^ 2 * curv (x a - x b) k
      = 4 * ∑ a, ∑ b ∈ Ioi a, 1 / ‖x a - x b‖ := by
    rw [swap, mul_sum]
    refine sum_congr rfl fun a _ => ?_
    rw [swap, mul_sum]
    refine sum_congr rfl fun b hb => ?_
    have hab : a ≠ b := (mem_Ioi.1 hb).ne
    have h2 : ∑ i, (kd a i - kd b i) ^ 2 = 2 := by
      have h : ∀ i, (kd a i - kd b i) ^ 2 = kd a i + kd b i := by
        intro i
        obtain rfl | h := eq_or_ne a i
        · simp [kd, hab.symm]
        · simp [kd, h]
      simp only [h, sum_add_distrib]
      simp [kd]
      norm_num
    simp only [← mul_sum, hcurv _ (sub_ne_zero.2 (hx.1 a b hab))]
    rw [← sum_mul, h2]
    ring
  have hQ : ∑ i, ∑ k, ∑ a, ∑ A, Z A * (kd a i ^ 2 * curv (x a - R A) k)
      = 2 * ∑ a, ∑ A, Z A * (1 / ‖x a - R A‖) := by
    rw [swap, mul_sum]
    refine sum_congr rfl fun a _ => ?_
    rw [swap, mul_sum]
    refine sum_congr rfl fun A _ => ?_
    have h1 : ∑ i, kd a i ^ 2 = 1 := by simp [kd]
    simp only [← mul_sum, hcurv _ (sub_ne_zero.2 (hx.2 a A))]
    rw [← sum_mul, h1]
    ring
  simp only [laplacian, (hasJet_exponent Z hx _ _).deriv_eq.2]
  rw [split, hP, hQ, coulomb]
  ring

/-- Off coalescences, the local energy of `exp F` is minus half the sum of the squared
gradients of `F`. -/
theorem localEnergy_exp (Z : Fin M → ℝ) {R : Fin M → Space} {x : Fin N → Space}
    (hx : OffCoalescence R x) :
    localEnergy Z R (fun y => Real.exp (exponent Z R y)) x
      = -(1 / 2) * ∑ i, ‖grad Z R x i‖ ^ 2 := by
  have h : laplacian (fun y => Real.exp (exponent Z R y)) x
      = (laplacian (exponent Z R) x + ∑ i, ‖grad Z R x i‖ ^ 2)
        * Real.exp (exponent Z R x) := by
    simp only [laplacian]
    rw [← sum_add_distrib, sum_mul]
    refine sum_congr rfl fun i _ => ?_
    have hax : ∑ k, inner ℝ (grad Z R x i) (axis k) ^ 2 = ‖grad Z R x i‖ ^ 2 := by
      simp [axis, EuclideanSpace.norm_sq_eq, EuclideanSpace.inner_single_right]
    rw [← hax, ← sum_add_distrib, sum_mul]
    refine sum_congr rfl fun k _ => ?_
    have hj := hasJet_exponent Z hx i k
    have h0 : displace x i k 0 = x := by simp [displace]
    have h1 := hj.exp.deriv_eq.2
    simp only [h0] at h1
    rw [hj.deriv_eq.2]
    exact h1
  -- the Laplacian of F cancels the Coulomb potential
  simp only [localEnergy]
  rw [h, laplacian_exponent Z hx, div_eq_iff (Real.exp_ne_zero _)]
  ring

/-- For nonnegative nuclear charges with sum `S`, the vector `grad` of each electron has length
at most `S + (N - 1) / 2`. -/
theorem norm_grad_le {Z : Fin M → ℝ} (hZ : ∀ A, 0 ≤ Z A) (R : Fin M → Space)
    (x : Fin N → Space) (i : Fin N) :
    ‖grad Z R x i‖ ≤ ∑ A, Z A + ((N : ℝ) - 1) / 2 := by
  have hu : ∀ (c : ℝ) (u : Space), ‖(c / ‖u‖) • u‖ ≤ |c| := by
    intro c u
    obtain rfl | h := eq_or_ne u 0
    · simp
    · rw [norm_smul, norm_div, norm_norm, Real.norm_eq_abs,
        div_mul_cancel₀ _ (norm_ne_zero_iff.2 h)]
  have habs : ∀ a b : Fin N, |kd a i - kd b i| ≤ kd a i + kd b i := by
    intro a b
    unfold kd
    split_ifs <;> norm_num
  -- electron i belongs to N - 1 pairs
  have hc : ∑ a, ∑ b ∈ Ioi a, (kd a i + kd b i) = (N : ℝ) - 1 := by
    have h1 : ∑ a, ∑ b ∈ Ioi a, kd a i = ∑ b, if i < b then (1 : ℝ) else 0 := by
      rw [sum_eq_single i (fun a _ h => by simp [kd, h]) (by simp), ← sum_filter]
      refine sum_congr (by ext b; simp) fun b _ => by simp [kd]
    have h2 : ∑ a, ∑ b ∈ Ioi a, kd b i = ∑ a, if a < i then (1 : ℝ) else 0 :=
      sum_congr rfl fun a _ => by simp [kd]
    have h3 : ∀ b, (if i < b then (1 : ℝ) else 0) + (if b < i then 1 else 0)
        = 1 - kd b i := by
      intro b
      rcases lt_trichotomy i b with h | h | h
      · simp [kd, h, h.ne', lt_asymm h]
      · simp [kd, h]
      · simp [kd, h, h.ne, lt_asymm h]
    simp only [sum_add_distrib]
    rw [h1, h2, ← sum_add_distrib, sum_congr rfl fun b _ => h3 b, sum_sub_distrib]
    simp [kd]
  have hS : ∑ a, ∑ A, Z A * kd a i = ∑ A, Z A := by
    rw [sum_eq_single i (fun a _ h => by simp [kd, h]) (by simp)]
    simp [kd]
  have hA : ‖(1 / 2 : ℝ) • ∑ a, ∑ b ∈ Ioi a,
      ((kd a i - kd b i) / ‖x a - x b‖) • (x a - x b)‖ ≤ 1 / 2 * ((N : ℝ) - 1) := by
    rw [norm_smul, Real.norm_of_nonneg (by norm_num), ← hc]
    refine mul_le_mul_of_nonneg_left ?_ (by norm_num)
    exact (norm_sum_le _ _).trans (sum_le_sum fun a _ => (norm_sum_le _ _).trans
      (sum_le_sum fun b _ => (hu _ _).trans (habs a b)))
  have hB : ‖∑ a, ∑ A, Z A • (kd a i / ‖x a - R A‖) • (x a - R A)‖ ≤ ∑ A, Z A := by
    rw [← hS]
    refine (norm_sum_le _ _).trans (sum_le_sum fun a _ => (norm_sum_le _ _).trans
      (sum_le_sum fun A _ => ?_))
    have hk : |kd a i| = kd a i := abs_of_nonneg (by unfold kd; split_ifs <;> norm_num)
    rw [norm_smul, Real.norm_of_nonneg (hZ A)]
    exact mul_le_mul_of_nonneg_left ((hu _ _).trans hk.le) (hZ A)
  have hT := norm_sub_le ((1 / 2 : ℝ) • ∑ a, ∑ b ∈ Ioi a,
    ((kd a i - kd b i) / ‖x a - x b‖) • (x a - x b))
    (∑ a, ∑ A, Z A • (kd a i / ‖x a - R A‖) • (x a - R A))
  unfold grad
  linarith

/-- For nonnegative nuclear charges with sum `S`, the local energy of `exp F` off coalescences
lies between `-N (S + (N - 1) / 2) ^ 2 / 2` and `0`. -/
theorem localEnergy_bounds {Z : Fin M → ℝ} (hZ : ∀ A, 0 ≤ Z A) {R : Fin M → Space}
    {x : Fin N → Space} (hx : OffCoalescence R x) :
    -(N * (∑ A, Z A + ((N : ℝ) - 1) / 2) ^ 2 / 2)
        ≤ localEnergy Z R (fun y => Real.exp (exponent Z R y)) x ∧
      localEnergy Z R (fun y => Real.exp (exponent Z R y)) x ≤ 0 := by
  rw [localEnergy_exp Z hx]
  have h0 : 0 ≤ ∑ i, ‖grad Z R x i‖ ^ 2 := sum_nonneg fun i _ => sq_nonneg _
  have h1 : ∑ i, ‖grad Z R x i‖ ^ 2 ≤ N * (∑ A, Z A + ((N : ℝ) - 1) / 2) ^ 2 := by
    refine (sum_le_sum fun i _ =>
      pow_le_pow_left₀ (norm_nonneg _) (norm_grad_le hZ R x i) 2).trans_eq ?_
    rw [sum_const, card_univ, Fintype.card_fin, nsmul_eq_mul]
  constructor <;> linarith

/-- For one electron and one nucleus of charge `Z`, the local energy of `exp F` equals
`-Z ^ 2 / 2` at every position away from the nucleus. -/
theorem localEnergy_one_electron (Z : ℝ) {R x : Fin 1 → Space} (h : x 0 ≠ R 0) :
    localEnergy (fun _ : Fin 1 => Z) R
      (fun y => Real.exp (exponent (fun _ : Fin 1 => Z) R y)) x = -(Z ^ 2 / 2) := by
  have hx : OffCoalescence R x := by
    refine ⟨fun a b hab => absurd (Subsingleton.elim a b) hab, fun a A => ?_⟩
    rwa [Subsingleton.elim a 0, Subsingleton.elim A 0]
  have hn : ‖x 0 - R 0‖ ≠ 0 := norm_ne_zero_iff.2 (sub_ne_zero.2 h)

  have hg : grad (fun _ : Fin 1 => Z) R x 0
      = -(Z • (1 / ‖x 0 - R 0‖) • (x 0 - R 0)) := by
    simp [grad, kd]
  rw [localEnergy_exp _ hx, Fin.sum_univ_succ, Fin.sum_univ_zero, hg, norm_neg, norm_smul,
    norm_smul, norm_div, norm_one, norm_norm, one_div ‖x 0 - R 0‖, inv_mul_cancel₀ hn, mul_one,
    Real.norm_eq_abs, sq_abs]
  ring

end

end KatoExponent
```

```lean
#print axioms KatoExponent.localEnergy_bounds
#print axioms KatoExponent.localEnergy_one_electron
```

```
'KatoExponent.localEnergy_bounds' depends on axioms: [propext, Classical.choice, Quot.sound]
'KatoExponent.localEnergy_one_electron' depends on axioms: [propext, Classical.choice, Quot.sound]
```

`HasJet` records genuine first and second derivatives at 0, which matters because Lean's `deriv` returns 0 where no derivative exists. `HasJet.lin` and `HasJet.exp` supply linearity and the chain rule, and `hasJet_norm` differentiates one distance. `hasJet_exponent` sums these results and identifies the explicit vector `grad` as ∇_i F.

`laplacian_exponent` exchanges the sums and uses the Kronecker deltas `kd` to count two moving electrons per pair and one per nuclear distance. `localEnergy_exp` carries out the cancellation. `norm_grad_le` is the triangle inequality, with electron i counted in N−1 pairs, and `localEnergy_bounds` squares and sums it.

The case of one electron and one nucleus, `localEnergy_one_electron`, gives exactly −Z²/2, so for N = 1 and a single nucleus with Z ≥ 0 the lower bound is attained.

The lower bound does need some restriction on the charges. Take one electron and fixed point charges +1 and −1 at different points (a mathematical test case, since no ordinary nucleus has negative charge). Then S = 0 and the bound would be 0, but E_L = −½|u₁ − u₂|², where u₁ and u₂ are the unit vectors from the two charges to the electron. This is negative wherever they differ.

The coefficients ½ and −Z_A are the usual cusp slopes for an opposite-spin electron pair and for an electron at a nucleus. Kato's conditions concern eigenfunctions, whereas exp(F) is one explicit function, generally not an eigenfunction. It is square-integrable exactly when S > (N−1)/2; otherwise it does not decay when one electron moves far away and the others stay where they are. In quantum Monte Carlo, bounded local energies help to control statistical fluctuations, but the bound here is for exp(F) alone, which is symmetric under exchange of electron positions. Such a spatial function can describe two electrons in a singlet, but not three or more electrons. Trial functions for more electrons are often a symmetric factor times a determinant or a sum of determinants, and this adds derivatives of the determinants that these hypotheses do not control.
